# Sauter's transmission formula: its Klein-step limit and a Schwinger bound

A Dirac particle of mass m and energy E meets a potential step of height V, with V − E > m. Beyond the step its energy lies in the negative-energy continuum, so it can propagate there. Away from the thresholds E = m and V − E = m, a sharp step can transmit an appreciable current, which is Klein's paradox. How much survives if the potential rises over a width L? Sauter's closed formula is taken here as given, not derived from the Dirac equation in the smooth potential. Its sharp limit is compared with an independent matching calculation, and its size is bounded for every L > 0.

```lean
import Mathlib

open Real Matrix Filter Topology

namespace KleinSauter

noncomputable section
```

## The step and the transmission formula

Units have ħ = c = 1. For 0 ≤ m < E and m < V − E, the wave numbers on the two sides have magnitudes

p = √(E² − m²), q = √((V − E)² − m²).

In Lean these are `momentum m E` and `momentum m (V - E)`.

```lean
/-- Magnitude of the wave number of a particle of mass `m` and kinetic-plus-rest energy `ε`,
for `|ε| ≥ |m|`, in units with `ħ = c = 1`. -/
def momentum (m ε : ℝ) : ℝ := √(ε ^ 2 - m ^ 2)
```

The potential energy rises from 0 to V:

U(x) = V(1 + tanh(x/L))/2.

```lean
/-- The smooth potential step of height `V` and width `L ≠ 0`. -/
def sauterPotential (V L x : ℝ) : ℝ := V / 2 * (1 + Real.tanh (x / L))
```

Sauter's transmission for this profile is

T(L) = sinh(πpL) sinh(πqL) / [sinh(πL(V + p − q)/2) sinh(πL(V − p + q)/2)].

```lean
/-- Sauter's transmission formula for a step of height `V` and width `L`, with wave numbers
`p` and `q` on the two sides; its domain is `L ≠ 0`, `V ≠ q - p`, `V ≠ p - q`. -/
def sauterT (V p q L : ℝ) : ℝ :=
  Real.sinh (π * p * L) * Real.sinh (π * q * L) /
    (Real.sinh (π * (V + p - q) / 2 * L) * Real.sinh (π * (V - p + q) / 2 * L))
```

The comparison quantity is exp(−πm²/F), where F is the force on the charge. This is the exponential in Schwinger's pair-creation result for a uniform field; the pair-creation rate itself is not treated.

```lean
/-- The Schwinger factor for mass `m` in a field of force `F ≠ 0`. -/
def schwingerFactor (m F : ℝ) : ℝ := Real.exp (-π * m ^ 2 / F)
```

## Plane waves and their current

In a constant potential U, the Hamiltonian acting on a plane wave of wave number k is σₓk + σ_z m + U.

```lean
/-- The one-dimensional Dirac Hamiltonian `σₓ k + σ_z m + U` acting on plane waves of wave
number `k` in a constant potential `U`. -/
def diracMatrix (m U k : ℝ) : Matrix (Fin 2) (Fin 2) ℂ :=
  !![((m + U : ℝ) : ℂ), (k : ℂ); (k : ℂ), ((U - m : ℝ) : ℂ)]
```

With ε the energy measured from U, take the unnormalised spinor (ε + m, k).

```lean
/-- Plane-wave spinor with wave number `k` and energy `ε` measured from the local potential. -/
def spinor (m ε k : ℝ) : Fin 2 → ℂ := ![((ε + m : ℝ) : ℂ), (k : ℂ)]
```

The current is ψ†σₓψ.

```lean
/-- The Dirac probability current `ψ† σₓ ψ`. -/
def current (ψ : Fin 2 → ℂ) : ℝ := (star ψ ⬝ᵥ (!![0, 1; 1, 0] *ᵥ ψ)).re
```

The first row of the eigenvalue equation is (m + U)(ε + m) + k² = (ε + U)(ε + m), which holds when k² = ε² − m². The second row is an identity. The proof checks the rows separately.

```lean
/-- On the mass shell `k² = ε² - m²` the spinor solves the Dirac equation with total energy
`ε + U`. -/
theorem dirac_spinor {m ε k : ℝ} (U : ℝ) (hk : k ^ 2 = ε ^ 2 - m ^ 2) :
    diracMatrix m U k *ᵥ spinor m ε k = ((ε + U : ℝ) : ℂ) • spinor m ε k := by
  have hk' : (k : ℂ) ^ 2 = (ε : ℂ) ^ 2 - (m : ℂ) ^ 2 := by exact_mod_cast hk
  ext i
  fin_cases i
  · simp [diracMatrix, spinor, Matrix.mulVec, dotProduct, Fin.sum_univ_two]
    linear_combination hk'
  · simp [diracMatrix, spinor, Matrix.mulVec, dotProduct, Fin.sum_univ_two]
    ring
```

Multiplying out ψ†σₓψ for amplitude t gives

j = 2|t|²(ε + m)k.

A normalised spinor carries k/ε, the group velocity. Beyond the step ε = E − V is negative, so a current to the right needs wave number −q.

```lean
/-- A plane wave of amplitude `t` carries the current `2 |t|² (ε + m) k`. -/
theorem current_smul_spinor (t : ℂ) (m ε k : ℝ) :
    current (t • spinor m ε k) = Complex.normSq t * (2 * (ε + m) * k) := by
  simp [current, spinor, Matrix.mulVec, dotProduct, Fin.sum_univ_two, Complex.normSq_apply]
  ring
```

Above the mass gap ε² − m² is positive, so the root is positive and at most ε.

```lean
/-- Above the mass gap the wave number is positive, obeys the relativistic dispersion relation
and does not exceed the energy. -/
theorem momentum_spec {m ε : ℝ} (hm : 0 ≤ m) (h : m < ε) :
    0 < momentum m ε ∧ momentum m ε ^ 2 = ε ^ 2 - m ^ 2 ∧ momentum m ε ≤ ε := by
  have h2 : 0 < ε ^ 2 - m ^ 2 := by nlinarith
  exact ⟨Real.sqrt_pos.2 h2, Real.sq_sqrt h2.le,
    Real.sqrt_le_iff.2 ⟨by linarith, by nlinarith [sq_nonneg m]⟩⟩
```

## Matching at a sharp step

The Dirac equation is first order, so the spinor is continuous at the step. With reflected and transmitted amplitudes r and t,

(E + m)(1 + r) = t(E − V + m)
p(1 − r) = −tq.

Multiplying the first equation by p, the second by E + m, and adding eliminates r:

tD = −2p(E + m), D = p(V − E − m) + q(E + m).

The dispersion relations give

D² = (E + m)(V − E − m)(V² − (p − q)²).

The current ratio is therefore

|t|²(V − E − m)q / ((E + m)p) = 4pq/(V² − (p − q)²).

In the proof, `key` is the elimination and `hD` the formula for D². The matching condition is the hypothesis `h`.

```lean
/-- Klein step: for `0 ≤ m < E` and `m < V - E`, matching incident, reflected and transmitted
spinors at a sharp step gives the ratio of transmitted to incident current
`4pq / (V² - (p - q)²)`. -/
theorem klein_step {m E V : ℝ} (hm : 0 ≤ m) (hE : m < E) (hV : m < V - E) {r t : ℂ}
    (h : spinor m E (momentum m E) + r • spinor m E (-momentum m E)
      = t • spinor m (E - V) (-momentum m (V - E))) :
    current (t • spinor m (E - V) (-momentum m (V - E))) / current (spinor m E (momentum m E))
      = 4 * momentum m E * momentum m (V - E)
        / (V ^ 2 - (momentum m E - momentum m (V - E)) ^ 2) := by
  obtain ⟨hp, hp2, hpE⟩ := momentum_spec hm hE
  obtain ⟨hq, hq2, hqE⟩ := momentum_spec hm hV
  generalize momentum m E = p at *
  generalize momentum m (V - E) = q at *
  have h0 : ((E + m : ℝ) : ℂ) + r * ((E + m : ℝ) : ℂ) = t * ((E - V + m : ℝ) : ℂ) :=
    congrFun h 0
  have h1 : (p : ℂ) + r * ((-p : ℝ) : ℂ) = t * ((-q : ℝ) : ℂ) := congrFun h 1
  -- eliminate the reflected amplitude
  have key : t * ((p * (V - E - m) + q * (E + m) : ℝ) : ℂ)
      = ((-(2 * p * (E + m)) : ℝ) : ℂ) := by
    push_cast at h0 h1 ⊢
    linear_combination (p : ℂ) * h0 + ((E : ℂ) + m) * h1
  have hn := congrArg Complex.normSq key
  rw [Complex.normSq_mul, Complex.normSq_ofReal, Complex.normSq_ofReal] at hn
  have hD : (p * (V - E - m) + q * (E + m)) * (p * (V - E - m) + q * (E + m))
      = (E + m) * (V - E - m) * (V ^ 2 - (p - q) ^ 2) := by
    linear_combination (V - E - m) * V * hp2 + (E + m) * V * hq2
  have hEm : 0 < E + m := by linarith
  have hS : V ^ 2 - (p - q) ^ 2 ≠ 0 := by
    have : 0 < (V + p - q) * (V - p + q) := mul_pos (by linarith) (by linarith)
    nlinarith
  have hc : current (spinor m E p) = 2 * (E + m) * p := by
    simpa using current_smul_spinor 1 m E p
  rw [current_smul_spinor, hc, div_eq_div_iff (by positivity) hS]
  apply mul_left_cancel₀ hEm.ne'
  linear_combination 2 * q * hn - 2 * q * Complex.normSq t * hD
```

That condition is met, for example, at m = 3, E = 5, V = 10, where p = q = 4, r = −3/5 and t = −8/5. For normalised spinors the amplitudes are −3/5 and −4/5.

```lean
/-- For `m = 3`, `E = 5`, `V = 10` the matching condition holds with reflected amplitude `-3/5`
and transmitted amplitude `-8/5`. -/
theorem klein_step_witness :
    spinor 3 5 (momentum 3 5) + (-3 / 5 : ℂ) • spinor 3 5 (-momentum 3 5)
      = (-8 / 5 : ℂ) • spinor 3 (5 - 10) (-momentum 3 (10 - 5)) := by
  have h : momentum 3 5 = 4 := by
    unfold momentum
    rw [show (5 : ℝ) ^ 2 - 3 ^ 2 = 4 ^ 2 by norm_num]
    exact Real.sqrt_sq (by norm_num)
  rw [show (10 : ℝ) - 5 = 5 by norm_num, h]
  ext i
  fin_cases i <;> simp [spinor] <;> norm_num
```

## The limit of zero width

Since sinh(kL)/L → k as L → 0⁺, dividing each factor of T by L gives

T(L) → πp · πq / [π(V + p − q)/2 · π(V − p + q)/2] = 4pq/(V² − (p − q)²),

the Klein-step value. The denominator is positive because p ≤ E and q ≤ V − E, with p and q positive. The local lemma `lim` obtains each limit from the derivative of sinh(kL) at zero.

```lean
/-- For `0 ≤ m < E` and `m < V - E`, Sauter's transmission tends to `4pq / (V² - (p - q)²)`,
with positive denominator, as the width of the step shrinks to zero. -/
theorem sauter_sharp_limit {m E V : ℝ} (hm : 0 ≤ m) (hE : m < E) (hV : m < V - E) :
    0 < V ^ 2 - (momentum m E - momentum m (V - E)) ^ 2 ∧
    Tendsto (sauterT V (momentum m E) (momentum m (V - E))) (𝓝[>] 0)
      (𝓝 (4 * momentum m E * momentum m (V - E)
        / (V ^ 2 - (momentum m E - momentum m (V - E)) ^ 2))) := by
  obtain ⟨hp, -, hpE⟩ := momentum_spec hm hE
  obtain ⟨hq, -, hqE⟩ := momentum_spec hm hV
  generalize momentum m E = p at *
  generalize momentum m (V - E) = q at *
  have hA : 0 < V + p - q := by linarith
  have hB : 0 < V - p + q := by linarith
  have hS : 0 < V ^ 2 - (p - q) ^ 2 := by nlinarith [mul_pos hA hB]
  refine ⟨hS, ?_⟩
  -- each hyperbolic sine is linear at small width
  have lim (k : ℝ) : Tendsto (fun L : ℝ => Real.sinh (k * L) / L) (𝓝[>] 0) (𝓝 k) := by
    have h : HasDerivAt (fun L : ℝ => Real.sinh (k * L)) k 0 := by
      simpa using ((hasDerivAt_id (0 : ℝ)).const_mul k).sinh
    have h2 := (hasDerivAt_iff_tendsto_slope.1 h).mono_left
      (nhdsWithin_mono 0 (fun x (hx : x ∈ Set.Ioi (0 : ℝ)) => (Set.mem_Ioi.1 hx).ne'))
    exact h2.congr (fun L => by simp [slope_def_field])
  have hA' : 0 < π * (V + p - q) / 2 := by positivity
  have hB' : 0 < π * (V - p + q) / 2 := by positivity
  have hlim := ((lim (π * p)).mul (lim (π * q))).div
    ((lim (π * (V + p - q) / 2)).mul (lim (π * (V - p + q) / 2))) (mul_pos hA' hB').ne'
  have hval : π * p * (π * q) / (π * (V + p - q) / 2 * (π * (V - p + q) / 2))
      = 4 * p * q / (V ^ 2 - (p - q) ^ 2) := by
    rw [div_eq_div_iff (mul_pos hA' hB').ne' hS.ne']
    ring
  rw [hval] at hlim
  refine hlim.congr' ?_
  filter_upwards [self_mem_nhdsWithin] with L hL
  have hL0 : L ≠ 0 := (Set.mem_Ioi.1 hL).ne'
  simp only [Pi.div_apply, sauterT]
  rw [div_mul_div_comm, div_mul_div_comm, div_div_div_cancel_right₀ (mul_ne_zero hL0 hL0)]
```

## The bound at finite width

The slope of the potential is

U′(x) = V/(2L cosh²(x/L)),

which is greatest at x = 0. The peak force is thus F = V/2L.

```lean
/-- The greatest slope of the smooth step of height `V > 0` and width `L > 0` is `V / 2L`. -/
theorem peak_field {V L : ℝ} (hV : 0 < V) (hL : 0 < L) :
    IsGreatest (Set.range (deriv (sauterPotential V L))) (V / (2 * L)) := by
  have hd (x : ℝ) :
      HasDerivAt (sauterPotential V L) (V / (2 * L) / Real.cosh (x / L) ^ 2) x := by
    have hx : HasDerivAt (fun y : ℝ => y / L) (1 / L) x := (hasDerivAt_id x).div_const L
    have h := ((hx.sinh.fun_div hx.cosh (Real.cosh_pos (x / L)).ne').const_add 1).const_mul
      (V / 2)
    have e : sauterPotential V L
        = fun y => V / 2 * (1 + Real.sinh (y / L) / Real.cosh (y / L)) := by
      funext y
      simp only [sauterPotential, Real.tanh_eq_sinh_div_cosh]
    rw [e]
    refine h.congr_deriv ?_
    have hs : Real.cosh (x / L) * (1 / L) * Real.cosh (x / L)
        - Real.sinh (x / L) * (Real.sinh (x / L) * (1 / L)) = 1 / L := by
      linear_combination (1 / L) * Real.cosh_sq (x / L)
    rw [hs]
    ring
  refine ⟨⟨0, by rw [(hd 0).deriv]; simp⟩, ?_⟩
  rintro _ ⟨x, rfl⟩
  rw [(hd x).deriv]
  exact div_le_self (by positivity) (one_le_pow₀ (Real.one_le_cosh _))
```

On each side, with k = √(ε² − m²) and ε equal to E or V − E, (ε − k)² ≥ 0 rearranges to ε − k ≥ m²/(2ε). Adding the two sides,

V − p − q ≥ m²/(2E) + m²/(2(V − E)) ≥ 2m²/V.

The last difference is m²(2E − V)²/(2E(V − E)V), the identity `hmid`; it vanishes at mid-step, E = V/2.

```lean
/-- For `0 ≤ m < E` and `m < V - E`, the momentum deficit `V - p - q` is at least `2m² / V`. -/
theorem momentum_deficit {m E V : ℝ} (hm : 0 ≤ m) (hE : m < E) (hV : m < V - E) :
    2 * m ^ 2 / V ≤ V - momentum m E - momentum m (V - E) := by
  have side {ε : ℝ} (h : m < ε) : m ^ 2 / (2 * ε) ≤ ε - momentum m ε := by
    obtain ⟨-, h2, -⟩ := momentum_spec hm h
    rw [div_le_iff₀ (by linarith)]
    nlinarith [sq_nonneg (ε - momentum m ε)]
  have hE0 : 0 < E := by linarith
  have hW0 : 0 < V - E := by linarith
  have hV0 : 0 < V := by linarith
  -- the two sides together cost least when the energy lies at mid-step
  have hmid : m ^ 2 / (2 * E) + m ^ 2 / (2 * (V - E)) - 2 * m ^ 2 / V
      = m ^ 2 * (2 * E - V) ^ 2 / (2 * E * (V - E) * V) := by
    have := hW0.ne'
    field_simp
    ring
  have hnn : 0 ≤ m ^ 2 * (2 * E - V) ^ 2 / (2 * E * (V - E) * V) :=
    div_nonneg (by positivity) (mul_pos (mul_pos (by linarith) hW0) hV0).le
  linarith [side hE, side hV]
```

For a ≤ c and c > 0,

e^(a−c) sinh c = (e^a − e^(a−2c))/2 ≥ sinh a,

because a − 2c ≤ −a. This is `ratio`. Pairing p with V + p − q and q with V − p + q, each quotient contributes the exponent −πL(V − p − q)/2, so

T(L) ≤ exp(−πL(V − p − q)) ≤ exp(−2πLm²/V) = exp(−πm²/F).

The second inequality is the momentum deficit just found. At m = 0 both bounds equal 1 and suppress nothing. For a massive single particle in this one-dimensional profile, Klein transmission as given by Sauter's formula is exponentially small once L is much larger than V/m².

```lean
/-- For `0 ≤ m < E`, `m < V - E` and width `L > 0`, Sauter's transmission is at most
`exp (-πL(V - p - q))`, which is at most the Schwinger factor at the field `V / 2L`. -/
theorem sauter_le_schwinger {m E V L : ℝ} (hm : 0 ≤ m) (hE : m < E) (hV : m < V - E)
    (hL : 0 < L) :
    sauterT V (momentum m E) (momentum m (V - E)) L
      ≤ Real.exp (-π * L * (V - momentum m E - momentum m (V - E))) ∧
    Real.exp (-π * L * (V - momentum m E - momentum m (V - E)))
      ≤ schwingerFactor m (V / (2 * L)) := by
  have hdef := momentum_deficit hm hE hV
  obtain ⟨hp, -, hpE⟩ := momentum_spec hm hE
  obtain ⟨hq, -, hqE⟩ := momentum_spec hm hV
  generalize momentum m E = p at *
  generalize momentum m (V - E) = q at *
  have hπL : 0 < π * L := mul_pos Real.pi_pos hL
  constructor
  · -- a ratio of hyperbolic sines is bounded by the ratio of exponentials
    have ratio {a c : ℝ} (hc : 0 < c) (hac : a ≤ c) :
        Real.sinh a / Real.sinh c ≤ Real.exp (a - c) := by
      rw [div_le_iff₀ (Real.sinh_pos_iff.2 hc), Real.sinh_eq, Real.sinh_eq]
      have h1 : Real.exp (a - c) * Real.exp c = Real.exp a := by
        rw [← Real.exp_add]; congr 1; ring
      have h2 : Real.exp (a - c) * Real.exp (-c) = Real.exp (a - 2 * c) := by
        rw [← Real.exp_add]; congr 1; ring
      have h3 : Real.exp (a - 2 * c) ≤ Real.exp (-a) := Real.exp_le_exp.2 (by linarith)
      nlinarith [h1, h2, h3]
    have hgap : 0 ≤ π * L * (V - p - q) := mul_nonneg hπL.le (by linarith)
    have hc : 0 < π * (V + p - q) / 2 * L := by
      have := mul_pos hπL (show 0 < V + p - q by linarith)
      nlinarith
    have hd : 0 < π * (V - p + q) / 2 * L := by
      have := mul_pos hπL (show 0 < V - p + q by linarith)
      nlinarith
    have hb : 0 < π * q * L := by positivity
    unfold sauterT
    rw [← div_mul_div_comm]
    refine (mul_le_mul (ratio hc (by nlinarith)) (ratio hd (by nlinarith))
      (div_pos (Real.sinh_pos_iff.2 hb) (Real.sinh_pos_iff.2 hd)).le
      (Real.exp_pos _).le).trans_eq ?_
    rw [← Real.exp_add]
    congr 1
    ring
  · unfold schwingerFactor
    apply Real.exp_le_exp.2
    have e : -π * m ^ 2 / (V / (2 * L)) = -(π * L * (2 * m ^ 2 / V)) := by
      rw [div_div_eq_mul_div]
      ring
    rw [e]
    have := mul_le_mul_of_nonneg_left hdef hπL.le
    linarith

end

end KleinSauter
```

```lean
#print axioms KleinSauter.klein_step
#print axioms KleinSauter.sauter_sharp_limit
#print axioms KleinSauter.peak_field
#print axioms KleinSauter.sauter_le_schwinger
```

```
'KleinSauter.klein_step' depends on axioms: [propext, Classical.choice, Quot.sound]
'KleinSauter.sauter_sharp_limit' depends on axioms: [propext, Classical.choice, Quot.sound]
'KleinSauter.peak_field' depends on axioms: [propext, Classical.choice, Quot.sound]
'KleinSauter.sauter_le_schwinger' depends on axioms: [propext, Classical.choice, Quot.sound]
```
